# Linearly independent, strictly fragment-local occupied orbitals give integer Mulliken fragment populations

Fragments are represented here purely by labels: a map $f$ assigns each basis function to a fragment, and a second map $g$ assigns each occupied orbital to one. An orbital is local when its coefficient is exactly zero on every basis function with a different label. Basis functions of different fragments may overlap, so the fragments may interpenetrate, provided that the whole basis is linearly independent.

## Basis functions, orbitals and populations

```lean
import Mathlib

open Matrix

namespace FragmentLocalOrbitals

noncomputable section

variable {m n F : Type*} [Fintype m] [Fintype n] [DecidableEq n] [DecidableEq F]
```

The types `m`, `n` and `F` hold the labels of basis functions, occupied orbitals and fragments. The first two are finite. Below, $\mu$ runs over `m` and $i$ over `n`.

```lean
/-- The overlap matrix of the occupied orbitals whose coefficients are the columns of `T`. -/
def occOverlap (S : Matrix m m ℝ) (T : Matrix m n ℝ) : Matrix n n ℝ :=
  Tᵀ * S * T
```

The real matrix $S$ contains the overlaps of the basis functions, and column $i$ of $T$ contains the coefficients of orbital $i$. The orbital overlap matrix is $\sigma = T^{\mathsf T} S T$. The orbitals need be neither orthogonal nor normalised.

```lean
/-- The one-particle density matrix of nonorthogonal occupied orbitals. -/
def densityMatrix (S : Matrix m m ℝ) (T : Matrix m n ℝ) : Matrix m m ℝ :=
  T * (occOverlap S T)⁻¹ * Tᵀ
```

This is $P = T\sigma^{-1}T^{\mathsf T}$, the density matrix of a single determinant, with each occupied orbital counted once. For a closed shell, the electron populations are twice those given here.

```lean
/-- The dual occupied orbitals, written as rows that act on coefficient vectors. -/
def dualOrbitals (S : Matrix m m ℝ) (T : Matrix m n ℝ) : Matrix n m ℝ :=
  (occOverlap S T)⁻¹ * (Tᵀ * S)
```

The rows of $D = \sigma^{-1}T^{\mathsf T}S$ are the dual orbitals. When $S$ is positive definite and the occupied orbitals are linearly independent, row $i$ applied to a combination $Tc$ returns the coefficient $c_i$, as shown below.

```lean
/-- Each orbital has coefficients only on basis functions of its own fragment. -/
def FragmentLocal (f : m → F) (g : n → F) (T : Matrix m n ℝ) : Prop :=
  ∀ μ i, f μ ≠ g i → T μ i = 0
```

`FragmentLocal f g T` is the statement that $T_{\mu i} = 0$ whenever $f(\mu) \neq g(i)$. Orbitals with small tails on neighbouring fragments do not satisfy it.

```lean
/-- The Mulliken population of fragment `A` for the matrix `P`, with no factor for spin. -/
def fragmentPopulation (f : m → F) (S P : Matrix m m ℝ) (A : F) : ℝ :=
  ∑ μ with f μ = A, (P * S) μ μ
```

The Mulliken population of fragment $A$ is
$$N_A = \sum_{\mu:\, f(\mu)=A} (PS)_{\mu\mu}.$$
In Lean, the word `with` restricts the sum to the basis functions of $A$.

## Dual orbitals and the density matrix

```lean
/-- If `S` is positive definite, linearly independent orbitals have an invertible overlap matrix. -/
theorem isUnit_det_occOverlap {S : Matrix m m ℝ} {T : Matrix m n ℝ}
    (hS : S.PosDef) (hT : ∀ c, T *ᵥ c = 0 → c = 0) :
    IsUnit (occOverlap S T).det := by
  rw [isUnit_iff_ne_zero]
  intro hdet
  obtain ⟨c, hc, h0⟩ := Matrix.exists_mulVec_eq_zero_iff.mpr hdet
  -- the squared norm of the orbital combination `T c` is the quadratic form of the overlap
  have hq : (T *ᵥ c) ⬝ᵥ (S *ᵥ (T *ᵥ c)) = c ⬝ᵥ (occOverlap S T *ᵥ c) := by
    unfold occOverlap
    rw [← Matrix.mulVec_mulVec, ← Matrix.mulVec_mulVec,
      Matrix.dotProduct_mulVec c, Matrix.vecMul_transpose]
  have hpos := hS.dotProduct_mulVec_pos (x := T *ᵥ c) (fun h => hc (hT c h))
  rw [star_trivial, hq, h0, dotProduct_zero] at hpos
  exact lt_irrefl _ hpos
```

The hypothesis `hS` says that $S$ is positive definite, which includes its symmetry. Physically, the basis functions are linearly independent, so every nonzero combination has positive norm. The hypothesis `hT` expresses full column rank: $Tc = 0$ forces $c = 0$, so no occupied orbital is a combination of the others. The symbol `*ᵥ` multiplies a matrix by a vector, and `⬝ᵥ` is the dot product.

The conclusion is that $\det\sigma$ is invertible, which for a real number means nonzero. Suppose that it were zero. Then $\sigma c = 0$ for some $c \neq 0$, and
$$(Tc)^{\mathsf T} S (Tc) = c^{\mathsf T}\sigma c = 0.$$
But $Tc \neq 0$ by full rank, so the left side is positive, a contradiction. In the proof, `hq` is the first equality and `hpos` the positivity.

```lean
/-- If `S` is positive definite and the occupied orbitals are linearly independent, the dual
orbitals are biorthogonal to them. -/
theorem dualOrbitals_mul {S : Matrix m m ℝ} {T : Matrix m n ℝ}
    (hS : S.PosDef) (hT : ∀ c, T *ᵥ c = 0 → c = 0) :
    dualOrbitals S T * T = 1 := by
  unfold dualOrbitals
  rw [Matrix.mul_assoc]
  exact Matrix.nonsing_inv_mul _ (isUnit_det_occOverlap hS hT)
```

Now that $\sigma$ has a true inverse,
$$DT = \sigma^{-1}(T^{\mathsf T}ST) = \sigma^{-1}\sigma = 1.$$
The proof regroups the product and cancels the inverse, using the preceding theorem.

```lean
/-- The matrix `P S` is the product of the orbitals and their duals. -/
theorem density_mul_overlap (S : Matrix m m ℝ) (T : Matrix m n ℝ) :
    densityMatrix S T * S = T * dualOrbitals S T := by
  simp only [densityMatrix, dualOrbitals, Matrix.mul_assoc]
```

Regrouping alone gives $PS = T\sigma^{-1}T^{\mathsf T}S = TD$, so this theorem needs no hypotheses on $S$ or $T$.

```lean
/-- The density matrix is idempotent in the metric of the basis: `P S P = P`. -/
theorem density_idempotent {S : Matrix m m ℝ} {T : Matrix m n ℝ}
    (hS : S.PosDef) (hT : ∀ c, T *ᵥ c = 0 → c = 0) :
    densityMatrix S T * S * densityMatrix S T = densityMatrix S T := by
  rw [density_mul_overlap]
  unfold densityMatrix
  calc T * dualOrbitals S T * (T * (occOverlap S T)⁻¹ * Tᵀ)
      = T * (dualOrbitals S T * T) * (occOverlap S T)⁻¹ * Tᵀ := by
        simp only [Matrix.mul_assoc]
    _ = T * (occOverlap S T)⁻¹ * Tᵀ := by
        rw [dualOrbitals_mul hS hT, Matrix.mul_one]
```

With both identities in hand,
$$PSP = (TD)(T\sigma^{-1}T^{\mathsf T}) = T(DT)\sigma^{-1}T^{\mathsf T} = T\sigma^{-1}T^{\mathsf T} = P.$$
The `rw` and `unfold` steps give the first equality, and the `calc` block regroups the product and replaces $DT$ by $1$. It is the idempotency condition for a density matrix in a nonorthogonal basis.

## One unit of population per orbital

```lean
/-- If `S` is positive definite and the occupied orbitals are linearly independent, the
contributions of each one to the diagonal of `P S` sum to one. -/
theorem orbital_population {S : Matrix m m ℝ} {T : Matrix m n ℝ}
    (hS : S.PosDef) (hT : ∀ c, T *ᵥ c = 0 → c = 0) (i : n) :
    ∑ μ, T μ i * dualOrbitals S T i μ = 1 := by
  have h := congrFun (congrFun (dualOrbitals_mul hS hT) i) i
  rw [Matrix.mul_apply, Matrix.one_apply_eq] at h
  rw [← h]
  exact Finset.sum_congr rfl fun μ _ => mul_comm _ _
```

The diagonal element of $PS$ splits into orbital contributions, $(PS)_{\mu\mu} = \sum_i T_{\mu i}D_{i\mu}$. For a fixed orbital, the contributions add up to
$$\sum_\mu T_{\mu i}D_{i\mu} = (DT)_{ii} = 1.$$
Lean obtains this by reading the matrix equation $DT = 1$ at the entry $(i,i)$; `congrFun` performs that evaluation. Locality has not been used yet.

```lean
/-- If `S` is positive definite and the occupied orbitals are linearly independent, the trace of `P
S` is their total number. -/
theorem total_population {S : Matrix m m ℝ} {T : Matrix m n ℝ}
    (hS : S.PosDef) (hT : ∀ c, T *ᵥ c = 0 → c = 0) :
    (densityMatrix S T * S).trace = Fintype.card n := by
  rw [density_mul_overlap, Matrix.trace_mul_comm, dualOrbitals_mul hS hT, Matrix.trace_one]
```

Summing over all basis functions gives the total. By cyclicity of the trace,
$$\operatorname{tr}(PS) = \operatorname{tr}(TD) = \operatorname{tr}(DT) = \operatorname{tr} 1,$$
which is the number of occupied orbitals, written `Fintype.card n`.

## The population of a single fragment

```lean
/-- If `S` is positive definite and the occupied orbitals are linearly independent and
fragment-local, the Mulliken population of each fragment equals the number of occupied orbitals
assigned to it. -/
theorem fragmentPopulation_eq_card {S : Matrix m m ℝ} {T : Matrix m n ℝ}
    {f : m → F} {g : n → F} (hS : S.PosDef) (hT : ∀ c, T *ᵥ c = 0 → c = 0)
    (hloc : FragmentLocal f g T) (A : F) :
    fragmentPopulation f S (densityMatrix S T) A
      = ((Finset.univ.filter fun i => g i = A).card : ℝ) := by
  calc fragmentPopulation f S (densityMatrix S T) A
      = ∑ μ, ∑ i, if g i = A then T μ i * dualOrbitals S T i μ else 0 := by
        -- locality trades the restriction on basis functions for one on orbitals
        unfold fragmentPopulation
        rw [density_mul_overlap, Finset.sum_filter]
        refine Finset.sum_congr rfl fun μ _ => ?_
        by_cases hμ : f μ = A
        · rw [if_pos hμ, Matrix.mul_apply]
          refine Finset.sum_congr rfl fun i _ => ?_
          by_cases hi : g i = A
          · rw [if_pos hi]
          · rw [if_neg hi, hloc μ i (fun h => hi (h.symm.trans hμ)), zero_mul]
        · rw [if_neg hμ]
          symm
          refine Finset.sum_eq_zero fun i _ => ?_
          by_cases hi : g i = A
          · rw [if_pos hi, hloc μ i (fun h => hμ (h.trans hi)), zero_mul]
          · rw [if_neg hi]
    _ = ∑ i, if g i = A then (1 : ℝ) else 0 := by
        -- each orbital of the fragment contributes exactly one
        rw [Finset.sum_comm]
        refine Finset.sum_congr rfl fun i _ => ?_
        by_cases hi : g i = A
        · simp only [if_pos hi]
          exact orbital_population hS hT i
        · simp [hi]
    _ = ((Finset.univ.filter fun i => g i = A).card : ℝ) := by
        rw [Finset.sum_boole]
```

In words: if $S$ is positive definite, $T$ has full column rank and the orbitals are fragment-local, then for every fragment $A$ the population $N_A$ equals the number of orbitals with $g(i) = A$. The right-hand side is the size of that set of orbitals, converted to a real number.

By hand, start from
$$N_A = \sum_{\mu:\, f(\mu)=A}\ \sum_i T_{\mu i}D_{i\mu}.$$
When $f(\mu)=A$, locality removes every orbital with $g(i)\neq A$. For the orbitals that remain, basis functions outside $A$ have $T_{\mu i}=0$, so they can be added to the sum at no cost. Hence
$$N_A = \sum_{i:\, g(i)=A}\ \sum_\mu T_{\mu i}D_{i\mu} = \sum_{i:\, g(i)=A} 1.$$

The first `calc` step makes this exchange of restrictions, with `by_cases` separating the labels that equal $A$ from those that do not. The second swaps the two sums and applies `orbital_population`; the third counts the ones. The dual orbitals may extend over all fragments, because a zero in $T$ is enough to remove a product.

For a single determinant of real, strictly local orbitals in a finite basis, Mulliken analysis therefore assigns each fragment exactly its own orbitals' electrons, whatever the overlap between fragments, as long as the whole basis is linearly independent.

```lean
/-- For positive definite basis overlap matrices, two linearly independent sets of fragment-local
orbitals with the same assignment have the same fragment populations, even when their basis overlap
matrices differ. -/
theorem fragmentPopulation_unchanged {S S' : Matrix m m ℝ} {T T' : Matrix m n ℝ}
    {f : m → F} {g : n → F} (hS : S.PosDef) (hS' : S'.PosDef)
    (hT : ∀ c, T *ᵥ c = 0 → c = 0) (hT' : ∀ c, T' *ᵥ c = 0 → c = 0)
    (hloc : FragmentLocal f g T) (hloc' : FragmentLocal f g T') (A : F) :
    fragmentPopulation f S (densityMatrix S T) A
      = fragmentPopulation f S' (densityMatrix S' T') A := by
  rw [fragmentPopulation_eq_card hS hT hloc, fragmentPopulation_eq_card hS' hT' hloc']
```

Here two calculations share the assignments $f$ and $g$ but may differ in both overlap matrix and orbitals, as at two geometries. Each population equals the same orbital count, so the populations agree. Optimising the orbitals under a fixed locality constraint cannot change them.

## An orbital shared by two fragments

```lean
/-- One orbital spread evenly over two orthonormal basis functions on different fragments
gives each fragment the population one half. -/
theorem delocalized_population (A : Fin 2) :
    fragmentPopulation (fun μ : Fin 2 => μ) 1
      (densityMatrix 1 (!![1; 1] : Matrix (Fin 2) (Fin 1) ℝ)) A = 1 / 2 := by
  have h : (occOverlap 1 (!![1; 1] : Matrix (Fin 2) (Fin 1) ℝ))⁻¹ = !![1 / 2] := by
    apply Matrix.inv_eq_right_inv
    ext i j
    fin_cases i
    fin_cases j
    norm_num [occOverlap, Matrix.mul_apply, Fin.sum_univ_succ]
  unfold fragmentPopulation densityMatrix
  rw [h, Matrix.mul_one, Finset.sum_filter]
  fin_cases A <;>
    norm_num [Matrix.mul_apply, Matrix.vecMul, dotProduct, Matrix.transpose_apply,
      Fin.sum_univ_succ]

end

end FragmentLocalOrbitals
```

Take two orthonormal basis functions, each its own fragment, and one orbital with coefficients $(1,1)^{\mathsf T}$, or $(1,1)^{\mathsf T}/\sqrt2$ when normalised. No choice of $g$ makes it local. With $S=1$, one finds $\sigma = 2$ and
$$P = \tfrac12\begin{pmatrix}1&1\\1&1\end{pmatrix},$$
so each fragment has population $\tfrac12$. The proof establishes $\sigma^{-1}=\tfrac12$ first, then evaluates the diagonal element for each fragment. Without locality, a fragment population need not be an integer.

```lean
#print axioms FragmentLocalOrbitals.total_population
#print axioms FragmentLocalOrbitals.fragmentPopulation_eq_card
#print axioms FragmentLocalOrbitals.fragmentPopulation_unchanged
#print axioms FragmentLocalOrbitals.delocalized_population
```

```
'FragmentLocalOrbitals.total_population' depends on axioms: [propext, Classical.choice, Quot.sound]
'FragmentLocalOrbitals.fragmentPopulation_eq_card' depends on axioms: [propext, Classical.choice, Quot.sound]
'FragmentLocalOrbitals.fragmentPopulation_unchanged' depends on axioms: [propext, Classical.choice, Quot.sound]
'FragmentLocalOrbitals.delocalized_population' depends on axioms: [propext, Classical.choice, Quot.sound]
```
